# The Fock quadratic form of antisymmetric doubles amplitudes as a trace with the pair density

## Amplitudes, Fock action and densities

Let $i,j,k$ label occupied and $a,b,c$ virtual spin orbitals, finite in number and orthonormal. All sums are unrestricted. The doubles amplitudes $t_{ijab}$ are real and satisfy

$$t_{jiab}=-t_{ijab},\qquad t_{ijba}=-t_{ijab}.$$

Let $F$ be a real matrix on all these orbitals. Its action on the amplitudes is

$$(\hat F t)_{ijab}=\sum_c\left(F_{ac}t_{ijcb}+F_{bc}t_{ijac}\right)-\sum_k\left(F_{ik}t_{kjab}+F_{jk}t_{ikab}\right).$$

When $F$ is the symmetric Fock matrix of a Hartree–Fock reference determinant, whose occupied-virtual blocks vanish, this is the Fock part of the first-order doubles equations, written for orbitals that need not be canonical. The pair density $G$ has the blocks

$$G_{ab}=\tfrac12\sum_{ijc}t_{ijac}t_{ijbc},\qquad G_{ij}=-\tfrac12\sum_{kab}t_{ikab}t_{jkab},$$

and zero occupied-virtual elements. Here "pair density" names a one-particle matrix built from the pair amplitudes, not the two-electron density. With first-order amplitudes, it describes the second-order transfer of electrons from occupied to virtual orbitals, without orbital relaxation.

## The identity and its use in second-order energies

The main result is

$$\tfrac14\sum_{ijab}t_{ijab}(\hat F t)_{ijab}=\operatorname{tr}(FG).$$

With $F$ the Fock matrix, the left side is the quadratic part of the Hylleraas functional for second-order correlation. For real amplitudes in a finite spin-orbital basis, it can therefore be evaluated from the one-particle matrices $F$ and $G$ once these have been formed. The result concerns this quadratic part alone and says nothing about minimising the functional.

## Derivation by relabelling

Define the virtual and occupied forms

$$Q_v=\sum_{ijb}\sum_{ac}t_{ijab}F_{ac}t_{ijcb},\qquad Q_o=\sum_{jab}\sum_{ik}t_{ijab}F_{ik}t_{kjab}.$$

Since $G$ is block diagonal, the trace is

$$\operatorname{tr}(FG)=\sum_{ac}F_{ac}G_{ca}+\sum_{ik}F_{ik}G_{ki}=\tfrac12Q_v-\tfrac12Q_o,$$

by inserting the densities and reordering the finite sums.

The amplitude form has four terms. The first virtual term is $Q_v$. In the second, antisymmetry is used once in each amplitude, and the two signs cancel:

$$\sum_{ijabc}t_{ijab}F_{bc}t_{ijac}=\sum_{ijabc}t_{ijba}F_{bc}t_{ijca}=Q_v,$$

where the last step exchanges the names $a$ and $b$. Likewise, the first occupied term is $Q_o$, and for the second

$$\sum_{ijabk}t_{ijab}F_{jk}t_{ikab}=\sum_{ijabk}t_{jiab}F_{jk}t_{kiab}=Q_o.$$

Hence one quarter of the form is $\tfrac14(2Q_v-2Q_o)=\operatorname{tr}(FG)$.

## Traces, a gap bound and the first-order energy

Setting $a=b$ or $i=j$ in the densities and summing gives block traces $\pm\tfrac12\sum t_{ijab}^2$. The virtual orbitals gain what the occupied ones lose.

Suppose that $\sum_{ac}x_aF_{ac}x_c\ge\alpha\sum_a x_a^2$ for every real $x$, and $\sum_{ik}y_iF_{ik}y_k\le\beta\sum_i y_i^2$ for every real $y$. Taking $x_a=t_{ijab}$ at fixed $i,j,b$, and $y_i=t_{ijab}$ at fixed $j,a,b$, then summing, gives

$$\operatorname{tr}(FG)\ge\frac{\alpha-\beta}{2}\sum_{ijab}t_{ijab}^2.$$

For nonempty symmetric blocks, $\alpha$ can be the lowest eigenvalue of the virtual block and $\beta$ the highest eigenvalue of the occupied block. If the occupied-virtual blocks of $F$ also vanish, $\alpha-\beta$ is then the gap between the highest occupied and the lowest virtual orbital energy.

If the amplitudes solve $A_{ijab}+(\hat Ft)_{ijab}=0$, multiplication by $t_{ijab}/4$ and summation give

$$\operatorname{tr}(FG)=-\tfrac14\sum_{ijab}A_{ijab}t_{ijab}.$$

With $F$ the Fock matrix and $A$ the antisymmetrised two-electron integrals, the right side is minus the second-order doubles energy.

## The smallest nonzero case, and a failure without antisymmetry

With fewer than two occupied or two virtual spin orbitals, antisymmetry makes every amplitude zero. With two of each, labelled $0,1$ in each set, one number $\tau=t_{0101}$ fixes them all. The virtual density is $\tau^2$ times the identity, the occupied density is its negative, and

$$\operatorname{tr}(FG)=\tau^2\left(F_{aa}+F_{bb}-F_{ii}-F_{jj}\right),$$

where $i,j$ are the two occupied and $a,b$ the two virtual orbitals. For a diagonal $F$ the bracket is the orbital-energy denominator, with the sign virtual minus occupied.

Now drop antisymmetry in the virtual labels only: let $t_{0101}=1$, $t_{1001}=-1$ and all other amplitudes vanish. Let the only nonzero element of $F$ be the diagonal one for virtual orbital $0$, equal to $1$. The quarter form is $\tfrac12$, but $\operatorname{tr}(FG)=1$.

## Reading the Lean statement

The types `o` and `v` are the finite sets of occupied and virtual spin orbitals, and `o ⊕ v` is their union, with `.inl` marking an occupied and `.inr` a virtual label. `IsAntisymm t` contains both sign rules. `fockAction`, `occDensity`, `virtDensity` and `pairDensity` are the objects defined above.

The theorem `quarter_fock_form_eq_trace` assumes only `IsAntisymm t`. `F` is an arbitrary real matrix: it need not be symmetric or come from a self-consistent calculation. Its occupied-virtual blocks enter neither side. Only doubles amplitudes are included, so single excitations are not described. In `trace_of_first_order`, the amplitude equations are a hypothesis; their solvability is not derived.

```lean
import Mathlib

open Matrix Finset

namespace HylleraasPairDensity

noncomputable section

variable {o v : Type*} [Fintype o] [Fintype v]

/-- Doubles amplitudes `t i j a b` change sign when the two occupied labels are exchanged
and when the two virtual labels are exchanged. -/
def IsAntisymm (t : o → o → v → v → ℝ) : Prop :=
  (∀ i j a b, t j i a b = -t i j a b) ∧ (∀ i j a b, t i j b a = -t i j a b)

/-- The Fock operator acting on doubles amplitudes: virtual blocks enter with a plus sign,
occupied blocks with a minus sign. -/
def fockAction (F : Matrix (o ⊕ v) (o ⊕ v) ℝ) (t : o → o → v → v → ℝ)
    (i j : o) (a b : v) : ℝ :=
  ∑ c, (F (.inr a) (.inr c) * t i j c b + F (.inr b) (.inr c) * t i j a c)
    - ∑ k, (F (.inl i) (.inl k) * t k j a b + F (.inl j) (.inl k) * t i k a b)

/-- The occupied block of the second-order pair density. -/
def occDensity (t : o → o → v → v → ℝ) : Matrix o o ℝ :=
  Matrix.of fun i j => -(1 / 2) * ∑ k, ∑ a, ∑ b, t i k a b * t j k a b

/-- The virtual block of the second-order pair density. -/
def virtDensity (t : o → o → v → v → ℝ) : Matrix v v ℝ :=
  Matrix.of fun a b => (1 / 2) * ∑ i, ∑ j, ∑ c, t i j a c * t i j b c

/-- The pair density on all orbitals, with no occupied-virtual elements. -/
def pairDensity (t : o → o → v → v → ℝ) : Matrix (o ⊕ v) (o ⊕ v) ℝ :=
  Matrix.fromBlocks (occDensity t) 0 0 (virtDensity t)

/-- Two orbital sums may be carried out after three others. -/
lemma sum_rotate {α β γ δ ε : Type*} [Fintype α] [Fintype β] [Fintype γ] [Fintype δ]
    [Fintype ε] (X : α → β → γ → δ → ε → ℝ) :
    ∑ a, ∑ b, ∑ c, ∑ d, ∑ e, X a b c d e = ∑ c, ∑ d, ∑ e, ∑ a, ∑ b, X a b c d e := by
  have h := Finset.sum_comm (s := (univ : Finset (α × β))) (t := (univ : Finset (γ × δ × ε)))
    (f := fun p q => X p.1 p.2 q.1 q.2.1 q.2.2)
  simpa only [Fintype.sum_prod_type] using h

/-- The trace of the Fock matrix with the pair density is a sum of virtual Fock quadratic
forms minus a sum of occupied ones, each with weight one half. -/
theorem trace_fock_pairDensity (F : Matrix (o ⊕ v) (o ⊕ v) ℝ) (t : o → o → v → v → ℝ) :
    (F * pairDensity t).trace =
      (1 / 2) * ∑ i, ∑ j, ∑ b, ∑ a, ∑ c, t i j a b * F (.inr a) (.inr c) * t i j c b
      - (1 / 2) * ∑ j, ∑ a, ∑ b, ∑ i, ∑ k,
          t i j a b * F (.inl i) (.inl k) * t k j a b := by
  have hv := sum_rotate (fun (a c : v) (i j : o) (b : v) =>
    t i j a b * F (.inr a) (.inr c) * t i j c b)
  have ho := sum_rotate (fun (i k j : o) (a b : v) =>
    t i j a b * F (.inl i) (.inl k) * t k j a b)
  beta_reduce at hv ho
  have h1 : ∑ a, ∑ c, F (.inr a) (.inr c) * virtDensity t c a = (1 / 2) *
      ∑ a, ∑ c, ∑ i, ∑ j, ∑ b, t i j a b * F (.inr a) (.inr c) * t i j c b := by
    simp only [virtDensity, Matrix.of_apply, Finset.mul_sum]
    refine sum_congr rfl fun a _ => sum_congr rfl fun c _ => sum_congr rfl fun i _ =>
      sum_congr rfl fun j _ => sum_congr rfl fun b _ => ?_
    ring
  have h2 : ∑ i, ∑ k, F (.inl i) (.inl k) * occDensity t k i = -(1 / 2) *
      ∑ i, ∑ k, ∑ j, ∑ a, ∑ b, t i j a b * F (.inl i) (.inl k) * t k j a b := by
    simp only [occDensity, Matrix.of_apply, Finset.mul_sum]
    refine sum_congr rfl fun i _ => sum_congr rfl fun k _ => sum_congr rfl fun j _ =>
      sum_congr rfl fun a _ => sum_congr rfl fun b _ => ?_
    ring
  -- the off-diagonal blocks of the density vanish, so only two block traces remain
  have h3 : (F * pairDensity t).trace = ∑ i, ∑ k, F (.inl i) (.inl k) * occDensity t k i
      + ∑ a, ∑ c, F (.inr a) (.inr c) * virtDensity t c a := by
    simp only [Matrix.trace, Matrix.diag_apply, Matrix.mul_apply, Fintype.sum_sum_type,
      pairDensity, Matrix.fromBlocks_apply₁₁, Matrix.fromBlocks_apply₁₂,
      Matrix.fromBlocks_apply₂₁, Matrix.fromBlocks_apply₂₂, Matrix.zero_apply, mul_zero,
      Finset.sum_const_zero, add_zero, zero_add]
  rw [h3, h1, h2, hv, ho]
  ring

/-- One quarter of the Fock quadratic form of antisymmetric doubles amplitudes equals the
trace of the Fock matrix with the pair density. -/
theorem quarter_fock_form_eq_trace (F : Matrix (o ⊕ v) (o ⊕ v) ℝ)
    (t : o → o → v → v → ℝ) (ht : IsAntisymm t) :
    (1 / 4) * ∑ i, ∑ j, ∑ a, ∑ b, t i j a b * fockAction F t i j a b
      = (F * pairDensity t).trace := by
  obtain ⟨ho, hv⟩ := ht
  have split : ∑ i, ∑ j, ∑ a, ∑ b, t i j a b * fockAction F t i j a b =
      (∑ i, ∑ j, ∑ a, ∑ b, ∑ c, t i j a b * (F (.inr a) (.inr c) * t i j c b)
      + ∑ i, ∑ j, ∑ a, ∑ b, ∑ c, t i j a b * (F (.inr b) (.inr c) * t i j a c))
      - (∑ i, ∑ j, ∑ a, ∑ b, ∑ k, t i j a b * (F (.inl i) (.inl k) * t k j a b)
      + ∑ i, ∑ j, ∑ a, ∑ b, ∑ k, t i j a b * (F (.inl j) (.inl k) * t i k a b)) := by
    simp only [fockAction, mul_sub, mul_add, Finset.mul_sum, Finset.sum_add_distrib,
      Finset.sum_sub_distrib]
  have v1 : ∑ i, ∑ j, ∑ a, ∑ b, ∑ c, t i j a b * (F (.inr a) (.inr c) * t i j c b) =
      ∑ i, ∑ j, ∑ b, ∑ a, ∑ c, t i j a b * F (.inr a) (.inr c) * t i j c b := by
    refine sum_congr rfl fun i _ => sum_congr rfl fun j _ => sum_comm.trans ?_
    simp only [mul_assoc]
  -- exchanging both virtual labels costs two signs, which cancel
  have v2 : ∑ i, ∑ j, ∑ a, ∑ b, ∑ c, t i j a b * (F (.inr b) (.inr c) * t i j a c) =
      ∑ i, ∑ j, ∑ b, ∑ a, ∑ c, t i j a b * F (.inr a) (.inr c) * t i j c b := by
    refine sum_congr rfl fun i _ => sum_congr rfl fun j _ => sum_congr rfl fun x _ =>
      sum_congr rfl fun y _ => sum_congr rfl fun c _ => ?_
    rw [hv i j y x, hv i j c x]
    ring
  have o1 : ∑ i, ∑ j, ∑ a, ∑ b, ∑ k, t i j a b * (F (.inl i) (.inl k) * t k j a b) =
      ∑ j, ∑ a, ∑ b, ∑ i, ∑ k, t i j a b * F (.inl i) (.inl k) * t k j a b := by
    refine sum_comm.trans (sum_congr rfl fun j _ => sum_comm.trans
      (sum_congr rfl fun a _ => sum_comm.trans ?_))
    simp only [mul_assoc]
  -- the same cancellation for the occupied labels
  have o2 : ∑ i, ∑ j, ∑ a, ∑ b, ∑ k, t i j a b * (F (.inl j) (.inl k) * t i k a b) =
      ∑ j, ∑ a, ∑ b, ∑ i, ∑ k, t i j a b * F (.inl i) (.inl k) * t k j a b := by
    refine sum_congr rfl fun x _ => sum_comm.trans (sum_congr rfl fun a _ =>
      sum_comm.trans (sum_congr rfl fun b _ => sum_congr rfl fun y _ =>
        sum_congr rfl fun k _ => ?_))
    rw [ho y x a b, ho k x a b]
    ring
  rw [split, v1, v2, o1, o2, trace_fock_pairDensity]
  ring

/-- The virtual density has trace one half of the summed squared amplitudes, and the
occupied density has the opposite trace. -/
theorem trace_densities (t : o → o → v → v → ℝ) :
    (virtDensity t).trace = (1 / 2) * ∑ i, ∑ j, ∑ a, ∑ b, t i j a b ^ 2 ∧
    (occDensity t).trace = -((1 / 2) * ∑ i, ∑ j, ∑ a, ∑ b, t i j a b ^ 2) := by
  constructor
  · simp only [Matrix.trace, Matrix.diag_apply, virtDensity, Matrix.of_apply, ← pow_two]
    rw [← Finset.mul_sum]
    congr 1
    exact sum_comm.trans (sum_congr rfl fun i _ => sum_comm)
  · simp only [Matrix.trace, Matrix.diag_apply, occDensity, Matrix.of_apply, ← pow_two]
    rw [← Finset.mul_sum]
    ring

/-- If the virtual Fock form is bounded below by `α` and the occupied one above by `β`, the
trace with the pair density is at least `(α - β) / 2` times the summed squared amplitudes. -/
theorem gap_bound (F : Matrix (o ⊕ v) (o ⊕ v) ℝ) (t : o → o → v → v → ℝ) (α β : ℝ)
    (hα : ∀ x : v → ℝ, α * ∑ a, x a ^ 2 ≤ ∑ a, ∑ c, x a * F (.inr a) (.inr c) * x c)
    (hβ : ∀ y : o → ℝ, ∑ i, ∑ k, y i * F (.inl i) (.inl k) * y k ≤ β * ∑ i, y i ^ 2) :
    (α - β) / 2 * ∑ i, ∑ j, ∑ a, ∑ b, t i j a b ^ 2 ≤ (F * pairDensity t).trace := by
  have h1 : α * ∑ i, ∑ j, ∑ a, ∑ b, t i j a b ^ 2 ≤
      ∑ i, ∑ j, ∑ b, ∑ a, ∑ c, t i j a b * F (.inr a) (.inr c) * t i j c b := by
    have e : ∑ i, ∑ j, ∑ a, ∑ b, t i j a b ^ 2 = ∑ i, ∑ j, ∑ b, ∑ a, t i j a b ^ 2 :=
      sum_congr rfl fun i _ => sum_congr rfl fun j _ => sum_comm
    rw [e, Finset.mul_sum]
    refine sum_le_sum fun i _ => ?_
    rw [Finset.mul_sum]
    refine sum_le_sum fun j _ => ?_
    rw [Finset.mul_sum]
    exact sum_le_sum fun b _ => hα fun a => t i j a b
  have h2 : ∑ j, ∑ a, ∑ b, ∑ i, ∑ k, t i j a b * F (.inl i) (.inl k) * t k j a b ≤
      β * ∑ i, ∑ j, ∑ a, ∑ b, t i j a b ^ 2 := by
    have e : ∑ i, ∑ j, ∑ a, ∑ b, t i j a b ^ 2 = ∑ j, ∑ a, ∑ b, ∑ i, t i j a b ^ 2 :=
      sum_comm.trans (sum_congr rfl fun j _ => sum_comm.trans
        (sum_congr rfl fun a _ => sum_comm))
    rw [e, Finset.mul_sum]
    refine sum_le_sum fun j _ => ?_
    rw [Finset.mul_sum]
    refine sum_le_sum fun a _ => ?_
    rw [Finset.mul_sum]
    exact sum_le_sum fun b _ => hβ fun i => t i j a b
  rw [trace_fock_pairDensity]
  linarith

/-- For antisymmetric amplitudes solving the first-order doubles equations with integrals
`A`, the trace with the pair density is minus one quarter of the sum of `A` times `t`. -/
theorem trace_of_first_order (F : Matrix (o ⊕ v) (o ⊕ v) ℝ) (A t : o → o → v → v → ℝ)
    (ht : IsAntisymm t) (h : ∀ i j a b, A i j a b + fockAction F t i j a b = 0) :
    (F * pairDensity t).trace = -((1 / 4) * ∑ i, ∑ j, ∑ a, ∑ b, A i j a b * t i j a b) := by
  have e : ∀ i j a b, t i j a b * fockAction F t i j a b = -(A i j a b * t i j a b) :=
    fun i j a b => by linear_combination t i j a b * h i j a b
  rw [← quarter_fock_form_eq_trace F t ht]
  simp only [e, Finset.sum_neg_distrib, mul_neg]

/-- Doubles amplitudes for two occupied and two virtual spin orbitals, given by the product
of the label differences. -/
def twoPair (i j a b : Fin 2) : ℝ :=
  (((j : ℕ) : ℝ) - ((i : ℕ) : ℝ)) * (((b : ℕ) : ℝ) - ((a : ℕ) : ℝ))

/-- The amplitudes `twoPair` are antisymmetric; their virtual density is the identity and
their occupied density is minus the identity. -/
theorem isAntisymm_witness :
    IsAntisymm twoPair ∧ virtDensity twoPair = 1 ∧ occDensity twoPair = -1 := by
  refine ⟨⟨fun i j a b => ?_, fun i j a b => ?_⟩, ?_, ?_⟩
  · unfold twoPair; ring
  · unfold twoPair; ring
  · ext a b
    fin_cases a <;> fin_cases b <;>
      norm_num [virtDensity, twoPair, Fin.sum_univ_two, Matrix.one_apply]
  · ext i j
    fin_cases i <;> fin_cases j <;>
      norm_num [occDensity, twoPair, Fin.sum_univ_two, Matrix.one_apply]

end

end HylleraasPairDensity
```

```lean
#print axioms HylleraasPairDensity.quarter_fock_form_eq_trace
#print axioms HylleraasPairDensity.trace_densities
#print axioms HylleraasPairDensity.gap_bound
#print axioms HylleraasPairDensity.trace_of_first_order
```

```
'HylleraasPairDensity.quarter_fock_form_eq_trace' depends on axioms: [propext, Classical.choice, Quot.sound]
'HylleraasPairDensity.trace_densities' depends on axioms: [propext, Classical.choice, Quot.sound]
'HylleraasPairDensity.gap_bound' depends on axioms: [propext, Classical.choice, Quot.sound]
'HylleraasPairDensity.trace_of_first_order' depends on axioms: [propext, Classical.choice, Quot.sound]
```

## How the proof follows the relabelling

`sum_rotate` moves two sums past three others by treating them as sums over pairs and triples. In `trace_fock_pairDensity`, `h3` reduces the trace to its two diagonal blocks, `h1` and `h2` insert the densities, and the rotated sums `hv` and `ho` give $\tfrac12Q_v-\tfrac12Q_o$. This step needs no antisymmetry.

In the main theorem, `split` separates the four terms. `v1` and `o1` only reorder sums. `v2` and `o2` rewrite both amplitudes by a sign rule, after which `ring` cancels the signs. The last `ring` combines the factors $\tfrac14$ and $2$.

`trace_densities` reorders sums of squares. `gap_bound` applies `hα` and `hβ` to slices of the amplitudes, sums with `sum_le_sum`, and combines the two bounds by `linarith`; it too holds without antisymmetry. `trace_of_first_order` multiplies the amplitude equation by `t i j a b` and uses the main identity.

Finally, `isAntisymm_witness` checks the case $\tau=1$ entry by entry: `twoPair` is antisymmetric, with virtual density $1$ and occupied density $-1$ as matrices.
